# Every normal mode of a free stack of identical layers joined by equal springs is a cosine pattern

A simple model of a few-layer crystal can take the interlayer spring constant for one kind of rigid-layer motion, sliding or breathing, from the bilayer and then predict the frequencies of that motion in thicker stacks. A closed formula for the modes, with a proof that none is missing, allows this without diagonalising a matrix for each stack. The problems below supply both for a harmonic stack with one displacement per layer, equal nearest-neighbour springs and free outer surfaces.

```lean
import Mathlib

open Real

namespace LayerStackModes

noncomputable section
```

## Equations of motion and candidate modes

Number the layers $n=0,\dots,N-1$. Each has mass $M$ and displacement $u_n$ along one fixed direction, and neighbours are joined by springs with constant $K$ for that direction. Sliding and breathing motions generally have different $K$. An interior layer obeys

$$M\ddot u_n=-K(u_n-u_{n+1})-K(u_n-u_{n-1}),$$

and an outer layer lacks the term of its missing neighbour. For motion proportional to $\cos\omega t$ this becomes $Du=\omega^2u$, where $D$ sends displacements to minus the accelerations. In Lean, a pattern is a function `Fin N → ℝ` and $D$ is the linear map `dynamical K M N`. Its two `if` expressions drop the missing bonds, so $D$ is $K/M$ times the Laplacian of a path.

That a real layer moves as a rigid mass, bound harmonically to its nearest neighbours alone, is an assumption about the material.

```lean
/-- Minus the accelerations of `N` layers of mass `M ≠ 0` with displacements `u`: each layer is tied
to its existing neighbours by springs `K`, and a missing neighbour exerts no force. -/
def dynamical (K M : ℝ) (N : ℕ) : (Fin N → ℝ) →ₗ[ℝ] (Fin N → ℝ) where
  toFun u n := K / M *
    ((if h : n.1 + 1 < N then u n - u ⟨n.1 + 1, h⟩ else 0) +
     (if 0 < n.1 then u n - u ⟨n.1 - 1, lt_of_le_of_lt (Nat.sub_le _ _) n.2⟩ else 0))
  map_add' u v := by
    ext n
    simp only [Pi.add_apply]
    split_ifs <;> ring
  map_smul' c u := by
    ext n
    simp only [Pi.smul_apply, smul_eq_mul, RingHom.id_apply]
    split_ifs <;> ring
```

The candidate patterns, with $j$ a natural number, are

$$v_j(n)=\cos\frac{j\pi(n+\tfrac12)}{N}.$$

They are not normalised in general. For unit length, multiply by $1/\sqrt N$ when $j=0$ and by $\sqrt{2/N}$ when $0<j<N$.

```lean
/-- The displacement pattern `cos (j π (n + 1/2) / N)` of the layers `n = 0, ..., N - 1`. -/
def mode (N j : ℕ) : Fin N → ℝ :=
  fun n => Real.cos (j * π * ((n.1 : ℝ) + 1 / 2) / N)
```

The frequency scale is $w=2\sqrt{K/M}$. Lean calls it `bulkFreq`, because it is the top of the band of the infinite chain; it is not a frequency of the finite stack.

```lean
/-- The frequency `w = 2 √(K/M)`, for `K ≥ 0` and `M > 0`. -/
def bulkFreq (K M : ℝ) : ℝ := 2 * √(K / M)
```

Finally, let $\omega_j=w\sin\frac{j\pi}{2N}$. So far this only names a number; part (b) connects it with the motion.

```lean
/-- The frequency `w sin (j π / (2N))` of mode `j < N` in a stack of `N` layers, for `K ≥ 0` and
`M > 0`. -/
def modeFreq (K M : ℝ) (N j : ℕ) : ℝ :=
  bulkFreq K M * Real.sin (j * π / (2 * N))
```

## (a) The range of the phase

Show that for $j<N$

$$\frac{j\pi}{2N}<\frac{\pi}{2}.$$

Since $j<N$, the number $N$ is positive. Multiplying $j<N$ by $\pi/(2N)>0$ gives the claim. Lean clears the denominators and leaves the product inequality to `nlinarith`.

```lean
/-- For `j < N` the phase `j π / (2N)` lies below a quarter turn. -/
theorem phase_lt {N j : ℕ} (hj : j < N) : (j : ℝ) * π / (2 * N) < π / 2 := by
  have hN : (0 : ℝ) < N := by exact_mod_cast (Nat.zero_le j).trans_lt hj
  have hj' : (j : ℝ) < N := by exact_mod_cast hj
  rw [div_lt_div_iff₀ (by positivity) (by norm_num)]
  nlinarith [mul_lt_mul_of_pos_right hj' Real.pi_pos]
```

## (b) The cosine patterns solve the equations of motion

For $K,M>0$, show that

$$Dv_j=\omega_j^2\,v_j .$$

Put $a=j\pi/(2N)$ and $\theta=(2n+1)a$, so that $v_j(n)=\cos\theta$. The neighbours of an interior layer have displacements $\cos(\theta\pm2a)$, and

$$2\cos\theta-\cos(\theta+2a)-\cos(\theta-2a)=2\cos\theta\,(1-\cos2a)=4\sin^2\!a\,\cos\theta .$$

Multiplying by $K/M$ gives the factor $(4K/M)\sin^2a=\omega_j^2$.

At the ends, continue the cosine by one fictitious layer. Before the first layer it has the value $\cos(-a)=\cos a=v_j(0)$. After the last it has $\cos(2Na+a)$, while the last layer itself has $\cos(2Na-a)$. These agree because $\sin(2Na)=\sin(j\pi)=0$. The fictitious bonds are therefore unstrained, and the interior calculation holds at the ends too.

In the proof, `hR` and `hL` write the right and left bond terms in this common form, `hend` is the vanishing sine, and `hf` evaluates $\omega_j^2$. The last `linear_combination` is the trigonometric identity. The statement allows every natural $j$, including values for which the pattern vanishes, such as $j=N$.

```lean
/-- For positive `K` and `M`, each cosine pattern solves the equations of motion of the free
stack, with squared frequency `(4K/M) sin² (j π / (2N))`. -/
theorem dynamical_mode {K M : ℝ} (hK : 0 < K) (hM : 0 < M) {N : ℕ} (j : ℕ) :
    dynamical K M N (mode N j) = modeFreq K M N j ^ 2 • mode N j := by
  ext ⟨n, hn⟩
  have hN : (N : ℝ) ≠ 0 := Nat.cast_ne_zero.2 (by omega)
  obtain ⟨a, ha⟩ : ∃ a : ℝ, a = j * π / (2 * N) := ⟨_, rfl⟩
  have hm : ∀ (m : ℕ) (h : m < N), mode N j ⟨m, h⟩ = Real.cos ((2 * (m : ℝ) + 1) * a) := by
    intro m h
    simp only [mode]
    rw [ha]
    congr 1
    ring
  have hend : Real.sin (2 * N * a) = 0 := by
    rw [ha, show 2 * (N : ℝ) * (j * π / (2 * N)) = j * π by field_simp]
    exact Real.sin_nat_mul_pi j
  -- a fictitious layer beyond the last one would move with it, so the bond is unstrained
  have hR : (if h : n + 1 < N then mode N j ⟨n, hn⟩ - mode N j ⟨n + 1, h⟩ else 0)
      = Real.cos ((2 * (n : ℝ) + 1) * a) - Real.cos ((2 * (n : ℝ) + 1) * a + 2 * a) := by
    split_ifs with h
    · rw [hm n hn, hm (n + 1) h,
        show (2 * ((n + 1 : ℕ) : ℝ) + 1) * a = (2 * (n : ℝ) + 1) * a + 2 * a by
          push_cast; ring]
    · have hn' : (n : ℝ) + 1 = N := by exact_mod_cast (by omega : n + 1 = N)
      rw [show (2 * (n : ℝ) + 1) * a = 2 * N * a - a by linear_combination 2 * a * hn',
        show 2 * (N : ℝ) * a - a + 2 * a = 2 * N * a + a by ring,
        Real.cos_sub, Real.cos_add, hend]
      ring
  -- the same holds before the first layer
  have hL : (if 0 < n then mode N j ⟨n, hn⟩ -
        mode N j ⟨n - 1, lt_of_le_of_lt (Nat.sub_le _ _) hn⟩ else 0)
      = Real.cos ((2 * (n : ℝ) + 1) * a) - Real.cos ((2 * (n : ℝ) + 1) * a - 2 * a) := by
    split_ifs with h
    · rw [hm n hn, hm (n - 1) _,
        show (2 * ((n - 1 : ℕ) : ℝ) + 1) * a = (2 * (n : ℝ) + 1) * a - 2 * a by
          rw [Nat.cast_sub (by omega : 1 ≤ n)]; push_cast; ring]
    · obtain rfl : n = 0 := by omega
      rw [show (2 * ((0 : ℕ) : ℝ) + 1) * a = a by push_cast; ring,
        show a - 2 * a = -a by ring, Real.cos_neg, sub_self]
  have hf : modeFreq K M N j ^ 2 = 4 * (K / M) * Real.sin a ^ 2 := by
    unfold modeFreq bulkFreq
    rw [← ha, mul_pow, mul_pow, Real.sq_sqrt (div_pos hK hM).le]
    ring
  change K / M * ((if h : n + 1 < N then mode N j ⟨n, hn⟩ - mode N j ⟨n + 1, h⟩ else 0) +
    (if 0 < n then mode N j ⟨n, hn⟩ -
      mode N j ⟨n - 1, lt_of_le_of_lt (Nat.sub_le _ _) hn⟩ else 0))
    = modeFreq K M N j ^ 2 * mode N j ⟨n, hn⟩
  rw [hR, hL, hm n hn, hf, Real.cos_add, Real.cos_sub, Real.cos_two_mul]
  linear_combination
    (-4 * (K / M) * Real.cos ((2 * (n : ℝ) + 1) * a)) * Real.sin_sq_add_cos_sq a
```

## (c) The patterns with $j<N$ are genuine motions

Show that for $j<N$

$$v_j\neq0 .$$

It is enough to look at the first layer, where $v_j(0)=\cos\frac{j\pi}{2N}$. By (a) the phase lies in $[0,\pi/2)$, where the cosine is positive. Lean evaluates the supposed equality $v_j=0$ at layer $0$ and reaches the same contradiction.

```lean
/-- For `j < N` the pattern of mode `j` is not identically zero. -/
theorem mode_ne_zero {N j : ℕ} (hj : j < N) : mode N j ≠ 0 := by
  intro h
  have h0 := congrFun h ⟨0, by omega⟩
  have hp : (0 : ℝ) ≤ j * π / (2 * N) := by positivity
  have hc : 0 < Real.cos (j * π / (2 * N)) :=
    Real.cos_pos_of_mem_Ioo ⟨by linarith [Real.pi_pos], phase_lt hj⟩
  have he : mode N j ⟨0, by omega⟩ = Real.cos (j * π / (2 * N)) := by
    simp only [mode]
    congr 1
    push_cast
    ring
  rw [he] at h0
  exact hc.ne' h0
```

## (d) The order of the frequencies

For $K,M>0$ and $i<j<N$, show that

$$\omega_i<\omega_j .$$

The phases satisfy $0\le\frac{i\pi}{2N}<\frac{j\pi}{2N}<\frac{\pi}{2}$, and the sine increases strictly on this interval. Multiplication by $w>0$ preserves the inequality. In Lean these facts are `hs` and `hb`.

```lean
/-- For positive `K` and `M`, the frequencies of the modes `j < N` increase strictly with `j`. -/
theorem modeFreq_lt {K M : ℝ} (hK : 0 < K) (hM : 0 < M) {N i j : ℕ} (hij : i < j)
    (hj : j < N) : modeFreq K M N i < modeFreq K M N j := by
  have hN : (0 : ℝ) < N := by exact_mod_cast (Nat.zero_le j).trans_lt hj
  have hij' : (i : ℝ) < j := by exact_mod_cast hij
  have hp : (0 : ℝ) ≤ i * π / (2 * N) := by positivity
  have hb : 0 < bulkFreq K M :=
    mul_pos two_pos (Real.sqrt_pos.2 (div_pos hK hM))
  have hs := Real.sin_lt_sin_of_lt_of_le_pi_div_two (by linarith [Real.pi_pos])
    (phase_lt hj).le (div_lt_div_of_pos_right (mul_lt_mul_of_pos_right hij' Real.pi_pos)
      (by positivity : (0 : ℝ) < 2 * N))
  exact mul_lt_mul_of_pos_left hs hb
```

## (e) No two eigenvalues coincide

The eigenvalues of $D$ are squared frequencies. For $K,M>0$ and $i,j<N$, show that

$$\omega_i^2=\omega_j^2\;\Longrightarrow\; i=j .$$

By (d) and $\omega_0=0$, all the $\omega_j$ are non-negative, so equal squares give equal frequencies. If $i\ne j$, one index is smaller and (d) forbids equality. Lean states this as injectivity of the map from `Fin N` to the squared frequencies, and `lt_trichotomy` separates the cases.

```lean
/-- For positive `K` and `M`, the `N` squared frequencies are pairwise distinct. -/
theorem modeFreq_sq_injective {K M : ℝ} (hK : 0 < K) (hM : 0 < M) (N : ℕ) :
    Function.Injective fun j : Fin N => modeFreq K M N j ^ 2 := by
  have h0 : modeFreq K M N 0 = 0 := by simp [modeFreq]
  have hn : ∀ j : Fin N, 0 ≤ modeFreq K M N j := by
    intro j
    rcases Nat.eq_zero_or_pos j.1 with h | h
    · rw [h, h0]
    · exact h0 ▸ (modeFreq_lt hK hM h j.2).le
  intro i j h
  have h' : modeFreq K M N i = modeFreq K M N j := (sq_eq_sq₀ (hn i) (hn j)).1 h
  rcases lt_trichotomy i j with hij | hij | hij
  · exact absurd h' (modeFreq_lt hK hM hij j.2).ne
  · exact hij
  · exact absurd h' (modeFreq_lt hK hM hij i.2).ne'
```

## (f) Linear independence of the patterns

Show that

$$\sum_{j=0}^{N-1}c_jv_j=0\;\Longrightarrow\; c_j=0\text{ for all }j .$$

The patterns do not depend on $K$ or $M$, so set both to $1$. Suppose there is a relation with some nonzero coefficients, and choose one with the fewest. Let $c_k\ne0$. Apply $D$ and subtract $\omega_k^2$ times the relation:

$$\sum_j c_j(\omega_j^2-\omega_k^2)\,v_j=0 .$$

The term $k$ has gone and, by (e), every other nonzero coefficient stays nonzero. As the first relation was the shortest, there can have been no other terms. Then $c_kv_k=0$, which contradicts (c).

Lean takes the general fact, that eigenvectors with distinct eigenvalues are linearly independent, from Mathlib's `eigenvectors_linearIndependent'` and supplies (b), (c) and (e).

```lean
/-- The `N` cosine patterns are linearly independent. -/
theorem mode_linearIndependent (N : ℕ) :
    LinearIndependent ℝ (fun j : Fin N => mode N j) :=
  Module.End.eigenvectors_linearIndependent' (dynamical 1 1 N)
    (fun j : Fin N => modeFreq 1 1 N j ^ 2) (modeFreq_sq_injective one_pos one_pos N) _
    (fun j => ⟨Module.End.mem_eigenspace_iff.2 (dynamical_mode one_pos one_pos j),
      mode_ne_zero j.2⟩)
```

## (g) The complete set of normal modes

For $K,M>0$, a real number $\mu$ and a pattern $u\neq0$, show that

$$Du=\mu u\iff \exists\,j<N,\ \exists\,c\in\mathbb R:\quad \mu=\omega_j^2,\quad u=c\,v_j .$$

The $N$ independent patterns span the $N$-dimensional space, so $u=\sum_jc_jv_j$. If $Du=\mu u$, then by (b)

$$\sum_jc_j(\omega_j^2-\mu)v_j=0,$$

and independence gives $c_j(\omega_j^2-\mu)=0$ for each $j$. Since $u\ne0$, some $c_j\ne0$, hence $\mu=\omega_j^2$. For $i\neq j$, (e) gives $\omega_i^2\ne\mu$, so $c_i=0$ and $u=c_jv_j$. The converse is (b) with linearity.

In Lean, `hspan` is the spanning property, `hz` the vanishing sum and `hcz` its coefficients. The equivalence says that the spectrum consists of the $\omega_j^2$ and that each level is non-degenerate. For $N=1$ only the rigid translation remains, at zero frequency.

The result needs $K\neq0$. With $K=0$ and $N=2$, the pattern $u=(1,0)$ satisfies $Du=0$, yet it is a multiple of neither $v_0=(1,1)$ nor $v_1=(1,-1)/\sqrt2$.

```lean
/-- For positive `K` and `M`, a nonzero pattern `u` is a normal mode of the free stack with
squared frequency `μ` exactly when, for some `j < N`, `μ` is the squared frequency of mode `j`
and `u` is a multiple of its cosine pattern. -/
theorem normal_modes_iff {K M : ℝ} (hK : 0 < K) (hM : 0 < M) {N : ℕ} {μ : ℝ}
    {u : Fin N → ℝ} (hu : u ≠ 0) :
    dynamical K M N u = μ • u ↔
      ∃ j : Fin N, μ = modeFreq K M N j ^ 2 ∧ ∃ c : ℝ, u = c • mode N j := by
  constructor
  · intro h
    have hli := mode_linearIndependent N
    have hspan := hli.span_eq_top_of_card_eq_finrank' (by simp)
    have hmem : u ∈ Submodule.span ℝ (Set.range fun j : Fin N => mode N j) := by
      rw [hspan]; exact Submodule.mem_top
    -- expand `u` in the cosine patterns and compare coefficients
    obtain ⟨c, hc⟩ := (Submodule.mem_span_range_iff_exists_fun ℝ).1 hmem
    have h1 : dynamical K M N u = ∑ j : Fin N, (c j * modeFreq K M N j ^ 2) • mode N j := by
      rw [← hc, map_sum]
      refine Finset.sum_congr rfl fun j _ => ?_
      rw [map_smul, dynamical_mode hK hM, smul_smul]
    have h2 : μ • u = ∑ j : Fin N, (c j * μ) • mode N j := by
      rw [← hc, Finset.smul_sum]
      refine Finset.sum_congr rfl fun j _ => ?_
      rw [smul_smul, mul_comm]
    have hz : ∑ j : Fin N, (c j * (modeFreq K M N j ^ 2 - μ)) • mode N j = 0 := by
      simp only [mul_sub, sub_smul, Finset.sum_sub_distrib]
      rw [← h1, ← h2, h, sub_self]
    have hcz := Fintype.linearIndependent_iff.1 hli _ hz
    obtain ⟨j, hj⟩ : ∃ j, c j ≠ 0 := by
      by_contra hn
      have hn' : ∀ j, c j = 0 := fun j => not_not.1 fun hj => hn ⟨j, hj⟩
      exact hu (by rw [← hc]; simp [hn'])
    have hμ := (mul_eq_zero.1 (hcz j)).resolve_left hj
    refine ⟨j, by linarith, c j, ?_⟩
    rw [← hc]
    refine Finset.sum_eq_single j (fun i _ hij => ?_) (by simp)
    -- distinct frequencies leave only one coefficient
    have hi : c i = 0 := (mul_eq_zero.1 (hcz i)).resolve_right fun h0 =>
      hij (modeFreq_sq_injective hK hM N (by dsimp only; linarith))
    rw [hi, zero_smul]
  · rintro ⟨j, rfl, c, rfl⟩
    rw [map_smul, dynamical_mode hK hM, smul_comm]
```

## (h) The highest mode

In a stack of $N+1$ layers, show that the mode $j=N$ has

$$\omega_N=w\cos\frac{\pi}{2(N+1)} .$$

Here $N$ is one less than the number of layers. The phase is

$$\frac{N\pi}{2(N+1)}=\frac{\pi}{2}-\frac{\pi}{2(N+1)},$$

and $\sin(\pi/2-x)=\cos x$. The Lean fact `h` is this splitting of the phase. For $K,M>0$, (d) makes this the highest frequency of the stack.

```lean
/-- For `K ≥ 0` and `M > 0`, the mode `j = N` of a stack of `N + 1` layers has frequency
`w cos (π / (2(N + 1)))`. The identity itself holds for all real `K` and `M`. -/
theorem modeFreq_last (K M : ℝ) (N : ℕ) :
    modeFreq K M (N + 1) N = bulkFreq K M * Real.cos (π / (2 * ((N : ℝ) + 1))) := by
  have h : (N : ℝ) * π / (2 * ((N : ℝ) + 1)) = π / 2 - π / (2 * ((N : ℝ) + 1)) := by
    rw [eq_sub_iff_add_eq, ← add_div, div_eq_div_iff (by positivity) (by norm_num)]
    ring
  unfold modeFreq
  rw [Nat.cast_add, Nat.cast_one, h, Real.sin_pi_div_two_sub]
```

## (i) The bilayer

For $K,M,\omega>0$, show that $\omega$ is a normal-mode frequency of two layers exactly when

$$\omega=\frac{w}{\sqrt2} .$$

By (g), $\omega^2$ is $\omega_0^2=0$ or $\omega_1^2=w^2\sin^2(\pi/4)=w^2/2$. The first is the rigid translation, excluded by $\omega>0$; the second gives the claim. Conversely, $v_1=(1,-1)/\sqrt2$ is a nonzero pattern with this frequency. Lean computes the two frequencies as `h0` and `h1` and then treats the two values of $j$ in turn.

In terms of the spring, $\omega=\sqrt{2K/M}$, the frequency of a reduced mass $M/2$ on a spring $K$. A known bilayer frequency thus fixes $K=M\omega^2/2$ for use in thicker stacks, provided that their springs are the same.

```lean
/-- For positive `K` and `M`, a positive `ω` is a normal-mode frequency of the bilayer exactly
when `ω = w / √2`. -/
theorem bilayer_frequency {K M ω : ℝ} (hK : 0 < K) (hM : 0 < M) (hω : 0 < ω) :
    (∃ u : Fin 2 → ℝ, u ≠ 0 ∧ dynamical K M 2 u = ω ^ 2 • u) ↔ ω = bulkFreq K M / √2 := by
  have h0 : modeFreq K M 2 0 = 0 := by simp [modeFreq]
  have h1 : modeFreq K M 2 1 = bulkFreq K M / √2 := by
    have hs : Real.sin (((1 : ℕ) : ℝ) * π / (2 * ((2 : ℕ) : ℝ))) = √2 / 2 := by
      rw [← Real.sin_pi_div_four]
      congr 1
      push_cast
      ring
    unfold modeFreq
    rw [hs, eq_div_iff (by positivity)]
    linear_combination (bulkFreq K M / 2) * Real.mul_self_sqrt (zero_le_two : (0 : ℝ) ≤ 2)
  constructor
  · rintro ⟨u, hu, h⟩
    obtain ⟨j, hj, -⟩ := (normal_modes_iff hK hM hu).1 h
    have hj2 : j.1 = 0 ∨ j.1 = 1 := by
      have := j.2
      omega
    rcases hj2 with hj' | hj'
    · -- the rigid translation has zero frequency
      rw [hj', h0] at hj
      nlinarith [pow_pos hω 2]
    · rw [hj'] at hj
      rw [← h1]
      have hpos : 0 ≤ modeFreq K M 2 1 := h0 ▸ (modeFreq_lt hK hM one_pos one_lt_two).le
      exact (sq_eq_sq₀ hω.le hpos).1 hj
  · intro h
    refine ⟨mode 2 1, mode_ne_zero one_lt_two, ?_⟩
    rw [h, ← h1]
    exact dynamical_mode hK hM 1

end

end LayerStackModes
```

```lean
#print axioms LayerStackModes.normal_modes_iff
#print axioms LayerStackModes.modeFreq_last
#print axioms LayerStackModes.bilayer_frequency
```

```
'LayerStackModes.normal_modes_iff' depends on axioms: [propext, Classical.choice, Quot.sound]
'LayerStackModes.modeFreq_last' depends on axioms: [propext, Classical.choice, Quot.sound]
'LayerStackModes.bilayer_frequency' depends on axioms: [propext, Classical.choice, Quot.sound]
```
